# In leading-order scaling, M1 decay of hydrogenic 2s overtakes two-photon decay at Z = 43

Take the two-photon decay rate of the 2s state in a one-electron ion of nuclear charge Z, and its leading magnetic-dipole (M1) decay rate, to be

A(Z) = 8.229 Z⁶ s⁻¹,  M(Z) = 2.496 × 10⁻⁶ Z¹⁰ s⁻¹.

Then M/A increases strictly for real Z > 0 and equals one at exactly one positive Z, which lies between 42.6 and 42.7. For integer Z ≥ 1, M(Z) > A(Z) holds exactly when Z ≥ 43.

The powers and coefficients are inputs here. Parity forbids the one-photon electric-dipole decay 2s → 1s, so the state decays by slower routes. The powers follow from hydrogenic scaling, in which lengths go as 1/Z and transition energies as Z².

- **Two-photon decay.** The second-order amplitude contains two dipole lengths and one energy denominator, so it scales as Z⁻⁴ and its square as Z⁻⁸. The photon frequencies enter as ω₁³ω₂³ dω₁, which scales as Z¹⁴. The product is Z⁶.
- **M1 decay.** The nonrelativistic M1 matrix element vanishes because the 1s and 2s radial functions are orthogonal. What survives is smaller by a factor of order (αZ)², where α is the fine-structure constant. Its square gives Z⁴, the factor ω³ gives Z⁶, and the product is Z¹⁰.

## Comparing two power laws by hand

Write the rates as a Zᵐ and b Zᵐ⁺ᵏ, with a, b > 0 and k ≥ 1. For 2s, a = 8.229, b = 2.496 × 10⁻⁶, m = 6 and k = 4. For Z > 0 the common power cancels:

b Zᵐ⁺ᵏ / (a Zᵐ) = (b/a) Zᵏ.

If 0 < x < y, then xᵏ < yᵏ, and multiplying by b/a > 0 keeps the order. The ratio is therefore strictly increasing.

The ratio equals one exactly when Zᵏ = a/b. The number (a/b)^(1/k) is a positive solution, and it is the only one because two positive numbers with equal k-th powers are equal.

To compare the rates themselves, divide by Zᵐ > 0:

a Zᵐ < b Zᵐ⁺ᵏ if and only if a < b Zᵏ.

Now restrict Z to the positive integers and fix N ≥ 1. The steeper channel is the faster one exactly for Z ≥ N + 1 if and only if

b Nᵏ ≤ a < b (N + 1)ᵏ.

Suppose first that the threshold is as stated. At Z = N the steeper channel must not be faster, which gives b Nᵏ ≤ a. At Z = N + 1 it must be faster, which gives a < b (N + 1)ᵏ. Conversely, assume the two inequalities. If Z ≤ N, then b Zᵏ ≤ b Nᵏ ≤ a, so the steeper channel is not faster. If Z ≥ N + 1, then b Zᵏ ≥ b (N + 1)ᵏ > a, so it is.

For the 2s coefficients, a/b = 3 296 875, and

42⁴ = 3 111 696 < 3 296 875 < 3 418 801 = 43⁴.

This puts the threshold at 43. The ratio M/A is about 0.944 at Z = 42 and 1.037 at Z = 43. For the real crossing point, compare

42.6⁴ ≈ 3 293 354 < 3 296 875 < 3 324 386 ≈ 42.7⁴.

The double inequality also measures how robust the integer is. With b fixed, the threshold stays at 43 as long as a lies between about 7.767 and 8.533, that is, from 5.6 % below to 3.7 % above the given value. Relativistic corrections beyond the leading powers grow with Z, and a change of a few per cent in the ratio is enough to move the threshold. The number 43 thus belongs to the leading-order formulas for a one-electron ion with a point nucleus, not to the exact rates.

## The rates as functions of a real charge

The development in Lean keeps the general power laws and treats 2s as an instance.

```lean
import Mathlib

open Set

namespace TwoSDecayCompetition

noncomputable section
```

A rate is a coefficient times a natural power of a real variable. Keeping Z real gives monotonicity and the crossing point their usual meaning; integer charges enter later as natural numbers converted to reals.

```lean
/-- A radiative decay rate that scales as the `n`-th power of the nuclear charge `Z`,
with coefficient `c`. -/
def rate (c : ℝ) (n : ℕ) (Z : ℝ) : ℝ := c * Z ^ n
```

The two 2s rates fix the numbers. The unit, inverse seconds, is recorded only in the comments, which does no harm because both rates carry the same unit and only their ratio and order are used. Nothing here derives the coefficients from the Dirac equation or from radiation theory.

```lean
/-- The leading-order two-photon decay rate of the hydrogenic 2s state, in inverse seconds. -/
def twoPhotonRate (Z : ℝ) : ℝ := rate 8.229 6 Z

/-- The leading magnetic-dipole decay rate of the hydrogenic 2s state, in inverse seconds. -/
def m1Rate (Z : ℝ) : ℝ := rate 2.496e-6 10 Z
```

The candidate for the crossing point is the k-th root of a/b, written as a real power with exponent 1/k.

```lean
/-- The charge `(a/b)^(1/k)` built from the coefficients `a`, `b` of two rates whose
powers of `Z` differ by `k`. -/
def crossingCharge (a b : ℝ) (k : ℕ) : ℝ := (a / b) ^ ((k : ℝ)⁻¹)
```

## Cancelling the common power

The first lemma is the factorisation behind the hand derivation: the steeper rate is (b/a) Zᵏ times the other one. It needs only a ≠ 0. The proof splits Zᵐ⁺ᵏ into Zᵐ Zᵏ with `pow_add` and clears the denominator.

```lean
/-- The steeper rate is the other rate multiplied by `(b/a) Z^k`. -/
theorem rate_eq_mul (a b : ℝ) (ha : a ≠ 0) (m k : ℕ) (Z : ℝ) :
    rate b (m + k) Z = (b / a * Z ^ k) * rate a m Z := by
  unfold rate
  rw [pow_add]
  field_simp
```

The next lemma confirms that the crossing charge does what its formula promises: for positive coefficients and k ≠ 0, its k-th power is a/b.

```lean
/-- The `k`-th power of the crossing charge is the ratio of the two coefficients. -/
theorem crossingCharge_pow {a b : ℝ} (ha : 0 < a) (hb : 0 < b) {k : ℕ} (hk : k ≠ 0) :
    crossingCharge a b k ^ k = a / b :=
  Real.rpow_inv_natCast_pow (div_pos ha hb).le hk
```

## Monotonicity and the single crossing

`StrictMonoOn … (Ioi 0)` says that the ratio is strictly increasing on the open half-line Z > 0. Inside the proof, `key` is the cancelled form (b/a) Zᵏ. It is applied at two charges x < y, after which `pow_lt_pow_left₀` supplies xᵏ < yᵏ and the positive factor b/a preserves the inequality. The condition k ≠ 0 keeps the two powers different; with k = 0 the ratio would be constant.

```lean
/-- The ratio of the steeper rate to the other one is strictly increasing in the
nuclear charge. -/
theorem ratio_strictMonoOn {a b : ℝ} (ha : 0 < a) (hb : 0 < b) (m : ℕ) {k : ℕ}
    (hk : k ≠ 0) :
    StrictMonoOn (fun Z => rate b (m + k) Z / rate a m Z) (Ioi 0) := by
  -- the common power of Z cancels
  have key : ∀ Z : ℝ, 0 < Z → rate b (m + k) Z / rate a m Z = b / a * Z ^ k := by
    intro Z hZ
    have hne : rate a m Z ≠ 0 := (mul_pos ha (pow_pos hZ m)).ne'
    rw [rate_eq_mul a b ha.ne' m k Z, mul_div_cancel_right₀ _ hne]
  intro x hx y hy hxy
  have hx' : 0 < x := hx
  have hy' : 0 < y := hy
  show rate b (m + k) x / rate a m x < rate b (m + k) y / rate a m y
  rw [key x hx', key y hy']
  exact mul_lt_mul_of_pos_left (pow_lt_pow_left₀ hxy hx'.le hk) (div_pos hb ha)
```

The crossing statement is an equivalence for each positive Z: the ratio is one if and only if Z is the crossing charge. From left to right, the proof turns (b/a) Zᵏ = 1 into Zᵏ = a/b and then uses `pow_left_inj₀`, the fact that positive numbers with equal k-th powers are equal. From right to left, it substitutes the crossing charge and uses the previous lemma on its k-th power.

```lean
/-- At positive nuclear charge the ratio of the two rates is one exactly at the
crossing charge. -/
theorem ratio_eq_one_iff {a b : ℝ} (ha : 0 < a) (hb : 0 < b) (m : ℕ) {k : ℕ}
    (hk : k ≠ 0) {Z : ℝ} (hZ : 0 < Z) :
    rate b (m + k) Z / rate a m Z = 1 ↔ Z = crossingCharge a b k := by
  have hne : rate a m Z ≠ 0 := (mul_pos ha (pow_pos hZ m)).ne'
  have ha' : a ≠ 0 := ha.ne'
  have hb' : b ≠ 0 := hb.ne'
  have hc0 : 0 < crossingCharge a b k := Real.rpow_pos_of_pos (div_pos ha hb) _
  rw [rate_eq_mul a b ha' m k Z, mul_div_cancel_right₀ _ hne]
  constructor
  · intro h
    have hpow : Z ^ k = a / b := by
      rw [eq_div_iff hb']
      calc Z ^ k * b = a * (b / a * Z ^ k) := by field_simp
        _ = a := by rw [h, mul_one]
    -- positive numbers with equal k-th powers are equal
    exact (pow_left_inj₀ hZ.le hc0.le hk).1 (hpow.trans (crossingCharge_pow ha hb hk).symm)
  · intro h
    rw [h, crossingCharge_pow ha hb hk]
    field_simp
```

## From the real crossing to an integer threshold

Comparing the rates directly avoids both the quotient and the root. The following lemma divides the inequality by Zᵐ, or multiplies it back, and so needs only Z > 0; the coefficients may have any sign.

```lean
/-- At positive nuclear charge the steeper channel is the faster one exactly when
`a < b Z^k`. -/
theorem rate_lt_iff (a b : ℝ) (m k : ℕ) {Z : ℝ} (hZ : 0 < Z) :
    rate a m Z < rate b (m + k) Z ↔ a < b * Z ^ k := by
  have h : rate b (m + k) Z = (b * Z ^ k) * Z ^ m := by
    unfold rate
    ring
  rw [h]
  unfold rate
  exact ⟨fun h => lt_of_mul_lt_mul_right h (pow_pos hZ m).le,
    fun h => mul_lt_mul_of_pos_right h (pow_pos hZ m)⟩
```

The threshold theorem is itself an equivalence. Its left side says that for every natural Z ≥ 1, the steeper channel is strictly faster if and only if Z ≥ N + 1. Its right side is the pair of inequalities on the coefficients. The requirement N ≥ 1 ensures that there is an allowed charge just below the threshold at which to test it.

The first half of the proof evaluates the assumed threshold at N and at N + 1, as in the derivation by hand. The second half takes an arbitrary Z and compares its k-th power with Nᵏ or (N + 1)ᵏ through `pow_le_pow_left₀`; `linarith` then combines the inequalities.

```lean
/-- Among all integer charges `Z ≥ 1`, the steeper channel is the faster one exactly from `N + 1`
onwards if and only if the coefficients satisfy `b N^k ≤ a < b (N+1)^k`. -/
theorem integer_threshold_iff (a : ℝ) {b : ℝ} (hb : 0 ≤ b) (m k : ℕ) {N : ℕ}
    (hN : 1 ≤ N) :
    (∀ Z : ℕ, 1 ≤ Z → (rate a m Z < rate b (m + k) Z ↔ N + 1 ≤ Z)) ↔
      b * (N : ℝ) ^ k ≤ a ∧ a < b * ((N : ℝ) + 1) ^ k := by
  constructor
  · -- test the threshold at the two neighbouring charges N and N + 1
    intro h
    constructor
    · have hp : (0 : ℝ) < (N : ℝ) := by exact_mod_cast hN
      by_contra hc
      have h1 := (h N hN).1 ((rate_lt_iff a b m k hp).2 (not_le.1 hc))
      omega
    · have hp : (0 : ℝ) < ((N + 1 : ℕ) : ℝ) := by positivity
      have h1 := (rate_lt_iff a b m k hp).1 ((h (N + 1) (by omega)).2 le_rfl)
      push_cast at h1
      exact h1
  · -- all other charges follow by monotonicity of the power
    rintro ⟨h1, h2⟩ Z hZ
    have hp : (0 : ℝ) < (Z : ℝ) := by exact_mod_cast hZ
    rw [rate_lt_iff a b m k hp]
    constructor
    · intro h
      by_contra hc
      have hle : Z ≤ N := by omega
      have hZN : (Z : ℝ) ≤ (N : ℝ) := by exact_mod_cast hle
      have h3 := mul_le_mul_of_nonneg_left (pow_le_pow_left₀ hp.le hZN k) hb
      linarith
    · intro h
      have hNZ : (N : ℝ) + 1 ≤ (Z : ℝ) := by exact_mod_cast h
      have hN0 : (0 : ℝ) ≤ (N : ℝ) + 1 := by positivity
      have h3 := mul_le_mul_of_nonneg_left (pow_le_pow_left₀ hN0 hNZ k) hb
      linarith
```

## The 2s state

The main theorem joins three statements. The first is strict monotonicity of M/A on Z > 0. The second, written with `∃!`, says that there is one and only one real Z that is positive and makes the ratio one. The third says that for natural Z ≥ 1, the two-photon rate is smaller than the M1 rate if and only if Z ≥ 43.

Each part applies a general result with m = 6 and k = 4. For the unique crossing, the proof supplies `crossingCharge 8.229 2.496e-6 4` and shows that any other solution equals it. For the integer threshold it sets N = 42, and `norm_num` checks the two inequalities b · 42⁴ ≤ a and a < b · 43⁴ in exact rational arithmetic.

```lean
/-- For the leading-order rates of hydrogenic 2s, the ratio of M1 to two-photon decay increases
strictly with nuclear charge and equals one at exactly one positive charge; for integer charges the
M1 rate is the larger one exactly from `Z = 43` onwards. -/
theorem twoS_m1_overtakes_twoPhoton :
    StrictMonoOn (fun Z => m1Rate Z / twoPhotonRate Z) (Ioi 0) ∧
    (∃! Z : ℝ, 0 < Z ∧ m1Rate Z / twoPhotonRate Z = 1) ∧
    (∀ Z : ℕ, 1 ≤ Z → (twoPhotonRate Z < m1Rate Z ↔ 43 ≤ Z)) := by
  have ha : (0 : ℝ) < 8.229 := by norm_num
  have hb : (0 : ℝ) < 2.496e-6 := by norm_num
  have hk : (4 : ℕ) ≠ 0 := by norm_num
  refine ⟨ratio_strictMonoOn ha hb 6 hk, ?_, ?_⟩
  · have hc0 : 0 < crossingCharge 8.229 2.496e-6 4 :=
      Real.rpow_pos_of_pos (div_pos ha hb) _
    exact ⟨crossingCharge 8.229 2.496e-6 4,
      ⟨hc0, (ratio_eq_one_iff ha hb 6 hk hc0).2 rfl⟩,
      fun y hy => (ratio_eq_one_iff ha hb 6 hk hy.1).1 hy.2⟩
  · -- the ratio of coefficients lies between 42^4 and 43^4
    exact (integer_threshold_iff 8.229 hb.le 6 4 (N := 42) (by norm_num)).2
      ⟨by norm_num, by norm_num⟩
```

The last theorem takes any positive Z at which the ratio is one and bounds it. Such a Z is the crossing charge, so Z⁴ = a/b. Comparing this number with 42.6⁴ and 42.7⁴ and removing the fourth powers, by `lt_of_pow_lt_pow_left₀`, gives both bounds without evaluating a root. Together with the existence statement above, this locates the unique crossing.

```lean
/-- The positive charge at which the leading-order M1 and two-photon rates of hydrogenic 2s are
equal lies between 42.6 and 42.7. -/
theorem twoS_crossing_location {Z : ℝ} (hZ : 0 < Z)
    (h : m1Rate Z / twoPhotonRate Z = 1) : 42.6 < Z ∧ Z < 42.7 := by
  have ha : (0 : ℝ) < 8.229 := by norm_num
  have hb : (0 : ℝ) < 2.496e-6 := by norm_num
  have hk : (4 : ℕ) ≠ 0 := by norm_num
  have hZc : Z = crossingCharge 8.229 2.496e-6 4 := (ratio_eq_one_iff ha hb 6 hk hZ).1 h
  have h4 : Z ^ 4 = 8.229 / 2.496e-6 := by
    rw [hZc]
    exact crossingCharge_pow ha hb hk
  -- compare fourth powers
  constructor
  · exact lt_of_pow_lt_pow_left₀ 4 hZ.le (by rw [h4]; norm_num)
  · exact lt_of_pow_lt_pow_left₀ 4 (by norm_num) (by rw [h4]; norm_num)

end

end TwoSDecayCompetition
```

```lean
#print axioms TwoSDecayCompetition.twoS_m1_overtakes_twoPhoton
#print axioms TwoSDecayCompetition.twoS_crossing_location
```

```
'TwoSDecayCompetition.twoS_m1_overtakes_twoPhoton' depends on axioms: [propext, Classical.choice, Quot.sound]
'TwoSDecayCompetition.twoS_crossing_location' depends on axioms: [propext, Classical.choice, Quot.sound]
```

## Finding the crossover in computed rates

A program that uses these leading-order formulas can find the integer threshold by testing a < b Z⁴ for successive Z. This is the comparison in `rate_lt_iff`, and it avoids rounding a floating-point fourth root. In logarithms the same relation is a straight line,

ln(M/A) = ln(b/a) + 4 ln Z,

so a plot of ln(M/A) against ln Z has slope 4. For rates computed from four-component wave functions, the slope should approach this value at low Z, where the leading powers dominate, and a departure from 4 at higher Z shows that the ratio no longer follows the simple scaling. The size of the deviation is read from the ratio itself, by comparing it with (b/a) Z⁴.

The logarithmic form also shows how an error in the coefficients propagates. A small relative change δ in a/b shifts the crossing charge by a relative amount of about δ/4. Near Z = 42.6, a one per cent change in a/b therefore moves the real crossing by about 0.1.

If the rates are tabulated from a Dirac calculation instead, the crossover is read off from the sign of M − A at each integer Z. The monotonicity proved for the power laws does not carry over automatically to such a table, so the signs on both sides of the change should be inspected before a single threshold is quoted.
